# With fixed phase energies and volumes, a phase has less volume than every rival mixture of its composition exactly when its enthalpy lead over them all exceeds any given margin at high enough pressure

The lemma concerns finitely many phases, each with a real energy E and volume V that do not change with pressure, so that its enthalpy at pressure P is E + PV. The rivals of phase k are the mixtures of the other phases that have its composition, with nonnegative weights summing to one and with energy and volume averaged by those weights. The lemma says that k has strictly smaller volume than every rival if and only if, for each real m, there is a pressure from which on its enthalpy is at least m below that of every rival. For the forward direction, the attempt takes a single positive volume gap valid for all rivals from an earlier lemma, bounds the energies below by −∑|E j|, and computes a sufficient pressure. For the converse, it supposes that some rival has no more volume than k, and contradicts the assumed margin at a nonnegative pressure.

This version doesn't compile in Lean 4 with Mathlib:

```lean
import Mathlib

open Finset

namespace DensestIffMarginUnbounded

noncomputable section

variable {ι κ : Type*} [Fintype ι]

/-- The average of a phase property `f` over a mixture with weights `w`. -/
def mix (w f : ι → ℝ) : ℝ := ∑ i, w i * f i

/-- The enthalpy `E i + P V i` of phase `i` at pressure `P`. -/
def enthalpy (E V : ι → ℝ) (P : ℝ) (i : ι) : ℝ := E i + P * V i

/-- The mixtures of phases that have the composition of phase `k`: nonnegative weights
with sum one whose average composition is `x k`. -/
def mixtures (x : ι → κ → ℝ) (k : ι) : Set (ι → ℝ) :=
  {w | (∀ i, 0 ≤ w i) ∧ ∑ i, w i = 1 ∧ ∀ a, mix w (fun i => x i a) = x k a}

/-- The rival mixtures of phase `k`: those at its composition that do not contain it. -/
def rivals (x : ι → κ → ℝ) (k : ι) : Set (ι → ℝ) :=
  {w | w ∈ mixtures x k ∧ w k = 0}

/-- The enthalpy of a mixture is its energy plus pressure times its volume. -/
theorem mix_enthalpy (w E V : ι → ℝ) (P : ℝ) :
    mix w (enthalpy E V P) = mix w E + P * mix w V := by
  simp only [mix, enthalpy, Finset.mul_sum, ← Finset.sum_add_distrib]
  exact Finset.sum_congr rfl fun i _ => by ring

/-- If phase `k` has strictly smaller volume than every rival mixture, then one positive
gap `δ` separates its volume from those of all rival mixtures. -/
theorem uniform_volume_gap (x : ι → κ → ℝ) (V : ι → ℝ) (k : ι)
    (h : ∀ w ∈ rivals x k, V k < mix w V) :
    ∃ δ > 0, ∀ w ∈ rivals x k, V k + δ ≤ mix w V := by
  have hcont : ∀ f : ι → ℝ, Continuous fun w : ι → ℝ => mix w f := fun f =>
    continuous_finsetSum _ fun i _ => (continuous_apply i).mul continuous_const
  -- the rival weights form a closed subset of the unit cube
  have h1 : IsClosed {w : ι → ℝ | ∀ i, 0 ≤ w i} := by
    rw [Set.ofPred_forall]
    exact isClosed_iInter fun i => isClosed_le continuous_const (continuous_apply i)
  have h2 : IsClosed {w : ι → ℝ | ∑ i, w i = 1} :=
    isClosed_eq (continuous_finsetSum _ fun i _ => continuous_apply i) continuous_const
  have h3 : IsClosed {w : ι → ℝ | ∀ a, mix w (fun i => x i a) = x k a} := by
    rw [Set.ofPred_forall]
    exact isClosed_iInter fun a => isClosed_eq (hcont _) continuous_const
  have h4 : IsClosed {w : ι → ℝ | w k = 0} :=
    isClosed_eq (continuous_apply k) continuous_const
  have hclosed : IsClosed (rivals x k) := (h1.inter (h2.inter h3)).inter h4
  have hsub : rivals x k ⊆ Set.Icc (0 : ι → ℝ) 1 := by
    intro w hw
    refine ⟨fun i => hw.1.1 i, fun i => ?_⟩
    have hi := Finset.single_le_sum (fun j _ => hw.1.1 j) (Finset.mem_univ i)
    rw [hw.1.2.1] at hi
    exact hi
  have hcomp : IsCompact (rivals x k) := isCompact_Icc.of_isClosed_subset hclosed hsub
  rcases (rivals x k).eq_empty_or_nonempty with he | hne
  · exact ⟨1, one_pos, fun w hw => by simp [he] at hw⟩
  · obtain ⟨u, hu, hmin⟩ := hcomp.exists_isMinOn hne (hcont V).continuousOn
    refine ⟨mix u V - V k, sub_pos.2 (h u hu), fun w hw => ?_⟩
    have := isMinOn_iff.1 hmin w hw
    linarith

/-- If all rival mixtures exceed the volume of phase `k` by at least `δ > 0` and all other
phases have energy at least `e`, then at every nonnegative pressure from `(E k - e + m) / δ`
on, phase `k` lies at least `m` below every rival mixture in enthalpy. -/
theorem margin_of_volume_gap (x : ι → κ → ℝ) (E V : ι → ℝ) (k : ι) {δ e m P : ℝ}
    (hδ : 0 < δ) (hV : ∀ w ∈ rivals x k, V k + δ ≤ mix w V)
    (hE : ∀ i, i ≠ k → e ≤ E i) (hP0 : 0 ≤ P) (hP : (E k - e + m) / δ ≤ P) :
    ∀ w ∈ rivals x k, enthalpy E V P k + m ≤ mix w (enthalpy E V P) := by
  intro w hw
  have he : e ≤ mix w E := by
    calc e = ∑ i, w i * e := by rw [← Finset.sum_mul, hw.1.2.1, one_mul]
      _ ≤ mix w E := by
        refine Finset.sum_le_sum fun i _ => ?_
        by_cases hik : i = k
        · rw [hik, hw.2, zero_mul, zero_mul]
        · exact mul_le_mul_of_nonneg_left (hE i hik) (hw.1.1 i)
  have h1 := mul_le_mul_of_nonneg_left (hV w hw) hP0
  rw [div_le_iff₀ hδ] at hP
  rw [mix_enthalpy]
  simp only [enthalpy]
  linarith

/-- Phase `k` has strictly smaller volume than every rival mixture exactly when, for each
margin `m`, it lies at least `m` below all of them in enthalpy at all large pressures. -/
theorem densest_iff_margin_unbounded (x : ι → κ → ℝ) (E V : ι → ℝ) (k : ι) :
    (∀ w ∈ rivals x k, V k < mix w V) ↔
      ∀ m : ℝ, ∃ P₀, ∀ P ≥ P₀, ∀ w ∈ rivals x k,
        enthalpy E V P k + m ≤ mix w (enthalpy E V P) := by
  constructor
  · intro h m
    obtain ⟨δ, hδ, hV⟩ := uniform_volume_gap x V k h
    have hE : ∀ i, i ≠ k → -∑ j, |E j| ≤ E i := fun i _ => by
      have h1 := Finset.single_le_sum (f := fun j => |E j|)
        (fun j _ => abs_nonneg (E j)) (Finset.mem_univ i)
      have h2 := neg_abs_le (E i)
      simp only at h1
      linarith
    exact ⟨max 0 ((E k - (-∑ j, |E j|) + m) / δ), fun P hP =>
      margin_of_volume_gap x E V k hδ hV hE
        ((le_max_left _ _).trans hP) ((le_max_right _ _).trans hP)⟩
  · intro h w hw
    by_contra hn
    -- without a volume advantage the margin stays below `mix w E - E k + 1`
    obtain ⟨P₀, hP⟩ := h (mix w E - E k + 1)
    have h1 := hP (max P₀ 0) (le_max_left _ _) w hw
    have h2 := mul_le_mul_of_nonneg_left (not_lt.1 hn) (le_max_right P₀ 0)
    rw [mix_enthalpy] at h1
    simp only [enthalpy] at h1
    linarith

end

end DensestIffMarginUnbounded
```

Compiling this gives:

```
Main.lean:99:6: error: `simp` made no progress
```

Cause. The error comes from `simp only at h1` in the forward direction, where the proof shows that each energy is at least −∑|E j|. Called without lemmas, `simp only` can still do basic reductions, such as turning `(fun j => |E j|) i` into `|E i|`. That is the only work the line could have had here, since `h1` comes from `Finset.single_le_sum` with the function `fun j => |E j|` given explicitly. But Lean had already reduced such applications when it formed the type of `h1`, which reads `|E i| ≤ ∑ j, |E j|`. The call therefore changed nothing, and `simp` reports an error when it makes no progress.

The diff deletes the line. `linarith` can use `h1` as it stands, together with `h2`, which says `-|E i| ≤ E i`, to get the bound.

The other change rewords a comment, to say that the bound on the margin is meant at nonnegative pressure. It is mere tidying and has no effect on the proof.

This version goes through:

```diff
@@ -97,5 +97,4 @@
         (fun j _ => abs_nonneg (E j)) (Finset.mem_univ i)
       have h2 := neg_abs_le (E i)
-      simp only at h1
       linarith
     exact ⟨max 0 ((E k - (-∑ j, |E j|) + m) / δ), fun P hP =>
@@ -104,5 +103,5 @@
   · intro h w hw
     by_contra hn
-    -- without a volume advantage the margin stays below `mix w E - E k + 1`
+    -- without a volume advantage the margin at nonnegative pressure is below `mix w E - E k + 1`
     obtain ⟨P₀, hP⟩ := h (mix w E - E k + 1)
     have h1 := hP (max P₀ 0) (le_max_left _ _) w hw
```
